# For convex energies, the ground-ensemble weights are unique at every mean electron number exactly when all interior gaps are positive

To give an atom with 6.3 electrons a density, one mixes the six- and seven-electron ground-state densities with weights 0.7 and 0.3. The choice of weights is forced if they are the only ones that minimise the energy at that mean electron number. If the energies \(E(0),\dots,E(K)\) are convex, the minimising weights are unique at every mean in \([0,K]\) exactly when every interior second difference of \(E\) is positive.

## Ensembles, energies and gaps

```lean
import Mathlib

open Finset

namespace ChargeEnsembles

noncomputable section

variable {K : ℕ} {E : ℕ → ℝ} {N : ℝ} {p : Fin (K + 1) → ℝ}
```

\(K\) is the largest particle number allowed, \(E\) assigns an energy to each particle number, and \(N\) is a real mean. The type `Fin (K + 1)` contains the numbers \(0,\dots,K\), so `p` is a list of weights \(p_n\).

```lean
/-- Statistical weights `p n` of the states with `n = 0, ..., K` particles,
with mean particle number `N`. -/
structure IsEnsemble (K : ℕ) (N : ℝ) (p : Fin (K + 1) → ℝ) : Prop where
  nonneg : ∀ n, 0 ≤ p n
  total : ∑ n, p n = 1
  mean : ∑ n, p n * ((n : ℕ) : ℝ) = N
```

An ensemble satisfies \(p_n\ge 0\), \(\sum_n p_n=1\) and \(\sum_n n\,p_n=N\). The expression `(n : ℕ)` reads an element of `Fin (K + 1)` as an ordinary number.

```lean
/-- The ensemble energy, the weighted sum of the energies `E n`. -/
def energy (E : ℕ → ℝ) (p : Fin (K + 1) → ℝ) : ℝ := ∑ n, p n * E (n : ℕ)
```

The energy is \(\sum_n p_nE(n)\). Taking \(E(n)\) as the lowest \(n\)-electron energy, and so reducing a general density operator to these weights, is the physical step that precedes the model. If a lowest level is degenerate, the weights leave the state within that level open, so uniqueness below refers to the weights alone.

```lean
/-- An ensemble of mean particle number `N` with the least energy among all such ensembles. -/
def IsGround (E : ℕ → ℝ) (N : ℝ) (p : Fin (K + 1) → ℝ) : Prop :=
  IsEnsemble K N p ∧ ∀ q : Fin (K + 1) → ℝ, IsEnsemble K N q → energy E p ≤ energy E q
```

A ground ensemble has the least energy among ensembles with the same mean.

```lean
/-- The energy needed to add one particle to `n` particles. -/
def addCost (E : ℕ → ℝ) (n : ℕ) : ℝ := E (n + 1) - E n
```

Write \(a_n=E(n+1)-E(n)\) for `addCost E n`.

```lean
/-- The fundamental gap of the system with `n + 1` particles: the second difference of the
energy at `n + 1`. -/
def gap (E : ℕ → ℝ) (n : ℕ) : ℝ := addCost E (n + 1) - addCost E n
```

Mind the index: `gap E n` is the gap of the system with \(n+1\) particles,
\[
a_{n+1}-a_n=E(n+2)-2E(n+1)+E(n),
\]
its ionisation energy minus its electron affinity.

```lean
/-- The mixture of the states with `a` and `b` particles, with weights `1 - f` and `f`. -/
def twoState (K a b : ℕ) (f : ℝ) (n : Fin (K + 1)) : ℝ :=
  (if (n : ℕ) = a then 1 - f else 0) + (if (n : ℕ) = b then f else 0)
```

This is a statistical mixture, not a superposition. If \(a=b\), the two weights add up to 1 and only that particle number occurs; "pure" is meant in this sense below.

## Only states on the supporting line are occupied

```lean
/-- The energy of an ensemble is the value at `N` of any line `c + μ n`, plus the mean height
of the energies above that line. -/
theorem energy_eq_line_add (E : ℕ → ℝ) (h : IsEnsemble K N p) (c μ : ℝ) :
    energy E p = c + μ * N + ∑ n, p n * (E (n : ℕ) - (c + μ * ((n : ℕ) : ℝ))) := by
  have e : ∑ n, p n * (E (n : ℕ) - (c + μ * ((n : ℕ) : ℝ))) =
      ∑ n, p n * E (n : ℕ) - c * ∑ n, p n - μ * ∑ n, p n * ((n : ℕ) : ℝ) := by
    rw [mul_sum, mul_sum, ← sum_sub_distrib, ← sum_sub_distrib]
    exact sum_congr rfl fun n _ => by ring
  rw [e, h.total, h.mean, energy]
  ring
```

For any line \(c+\mu n\), add and subtract it under the sum:
\[
\sum_n p_nE(n)=c+\mu N+\sum_n p_n\,[E(n)-c-\mu n].
\]
The slope \(\mu\) plays the part of a chemical potential.

```lean
/-- Let a line lie nowhere above the energies at `0, ..., K` and let some ensemble of mean `N`
occupy only states on the line. Then the ground ensembles of mean `N` are those that occupy only
states on the line. -/
theorem isGround_iff_contact {c μ : ℝ} {p₀ : Fin (K + 1) → ℝ}
    (hline : ∀ n : ℕ, n ≤ K → c + μ * (n : ℝ) ≤ E n) (h₀ : IsEnsemble K N p₀)
    (hc₀ : ∀ n, p₀ n ≠ 0 → E (n : ℕ) = c + μ * ((n : ℕ) : ℝ)) :
    IsGround E N p ↔
      IsEnsemble K N p ∧ ∀ n, p n ≠ 0 → E (n : ℕ) = c + μ * ((n : ℕ) : ℝ) := by
  have hnn : ∀ q : Fin (K + 1) → ℝ, IsEnsemble K N q →
      ∀ n ∈ univ, 0 ≤ q n * (E (n : ℕ) - (c + μ * ((n : ℕ) : ℝ))) := fun q hq n _ =>
    mul_nonneg (hq.nonneg n) (sub_nonneg.2 (hline n (Nat.le_of_lt_succ n.isLt)))
  have hz : ∀ q : Fin (K + 1) → ℝ, (∀ n, q n ≠ 0 → E (n : ℕ) = c + μ * ((n : ℕ) : ℝ)) →
      ∑ n, q n * (E (n : ℕ) - (c + μ * ((n : ℕ) : ℝ))) = 0 := fun q hq =>
    sum_eq_zero fun n _ => by
      by_cases h : q n = 0
      · rw [h, zero_mul]
      · rw [hq n h, sub_self, mul_zero]
  constructor
  · intro hp
    refine ⟨hp.1, fun n hn => ?_⟩
    have hle := hp.2 p₀ h₀
    rw [energy_eq_line_add E hp.1 c μ, energy_eq_line_add E h₀ c μ, hz p₀ hc₀] at hle
    -- a sum of nonnegative heights that is not positive vanishes term by term
    have h0 := le_antisymm (by linarith) (sum_nonneg (hnn p hp.1))
    have h1 := (sum_eq_zero_iff_of_nonneg (hnn p hp.1)).1 h0 n (mem_univ n)
    rcases mul_eq_zero.1 h1 with h | h
    · exact absurd h hn
    · linarith
  · rintro ⟨hp, hc⟩
    refine ⟨hp, fun q hq => ?_⟩
    rw [energy_eq_line_add E hp c μ, energy_eq_line_add E hq c μ, hz p hc]
    linarith [sum_nonneg (hnn q hq)]
```

Suppose the line lies nowhere above \(E\), and some ensemble \(p_0\) of mean \(N\) occupies only points where they touch. The last sum is then nonnegative for every ensemble and zero for \(p_0\), so the minimum is \(c+\mu N\). An ensemble reaches it exactly when its own sum vanishes, that is, when each occupied \(n\) is a contact point. Convexity is not used.

The Mathlib lemma `sum_eq_zero_iff_of_nonneg` does the decisive work. Given that all terms are nonnegative, it states that their sum is zero if and only if each term is. The suffix `.1` selects the forward direction, which turns one equation for the energy into a separate condition on every weight.

## Convexity supplies the line

```lean
/-- If no gap is negative and `M < K`, the line through the energies at `M` and `M + 1` lies nowhere
above the energies at `0, ..., K`. -/
theorem support_line (hE : ∀ n, n + 2 ≤ K → 0 ≤ gap E n) {M n : ℕ} (hM : M + 1 ≤ K)
    (hn : n ≤ K) : E M - addCost E M * M + addCost E M * n ≤ E n := by
  have up : ∀ k M : ℕ, M + 1 ≤ K → M + k ≤ K → E M + addCost E M * k ≤ E (M + k) := by
    intro k
    induction k with
    | zero => intro M _ _; simp
    | succ k ih =>
      intro M h1 h2
      rcases Nat.eq_zero_or_pos k with rfl | hk
      · simp [addCost]
      · have h := ih (M + 1) (by omega) (by omega)
        rw [show M + 1 + k = M + (k + 1) by omega] at h
        have hm := mul_nonneg (hE M (by omega)) (Nat.cast_nonneg (α := ℝ) k)
        have hs : addCost E M = E (M + 1) - E M := rfl
        unfold gap at hm
        push_cast
        nlinarith
  have down : ∀ k n : ℕ, n + k + 1 ≤ K → E (n + k) - addCost E (n + k) * k ≤ E n := by
    intro k
    induction k with
    | zero => intro n _; simp
    | succ k ih =>
      intro n h1
      have h := ih n (by omega)
      have hm := mul_nonneg (hE (n + k) (by omega)) (Nat.cast_nonneg (α := ℝ) (k + 1))
      have hs : addCost E (n + k) = E (n + k + 1) - E (n + k) := rfl
      unfold gap at hm
      rw [show n + (k + 1) = n + k + 1 from rfl]
      push_cast at hm ⊢
      nlinarith
  rcases le_total M n with h | h
  · obtain ⟨k, rfl⟩ := Nat.exists_eq_add_of_le h
    have := up k M hM hn
    push_cast
    linarith
  · obtain ⟨k, rfl⟩ := Nat.exists_eq_add_of_le h
    have := down k n hM
    push_cast
    linarith
```

The hypothesis `hE` says that each added electron costs at least as much as the one before. For real electrons this is an assumption here. Let \(L_M(n)=E(M)+a_M(n-M)\). Since the \(a_j\) do not decrease,
\[
E(n)-E(M)=\sum_{j=M}^{n-1}a_j\ge (n-M)a_M\quad(n\ge M),
\]
\[
E(M)-E(n)=\sum_{j=n}^{M-1}a_j\le (M-n)a_M\quad(n\le M).
\]
Both give \(L_M(n)\le E(n)\). Lean proves them by induction, as `up` and `down`.

```lean
/-- If all gaps are positive, every energy other than those at `M` and `M + 1` lies strictly
above the line through these two. -/
theorem support_line_strict (hE : ∀ n, n + 2 ≤ K → 0 < gap E n) {M n : ℕ} (hM : M + 1 ≤ K)
    (hn : n ≤ K) (h1 : n ≠ M) (h2 : n ≠ M + 1) :
    E M - addCost E M * M + addCost E M * n < E n := by
  have hw : ∀ n, n + 2 ≤ K → 0 ≤ gap E n := fun n h => (hE n h).le
  -- compare with the neighbouring line on the side of `n`
  rcases lt_or_gt_of_ne h1 with h | h
  · obtain ⟨m, rfl⟩ : ∃ m, M = m + 1 := ⟨M - 1, by omega⟩
    have hl := support_line hw (M := m) (by omega) hn
    have hx : (n : ℝ) < m + 1 := by exact_mod_cast h
    have hm := mul_pos (hE m (by omega)) (sub_pos.2 hx)
    have hs : addCost E m = E (m + 1) - E m := rfl
    unfold gap at hm
    push_cast
    nlinarith
  · have hl := support_line hw (M := M + 1) (by omega) hn
    have hx : (M : ℝ) + 1 < n := by exact_mod_cast (show M + 1 < n by omega)
    have hm := mul_pos (hE M (by omega)) (sub_pos.2 hx)
    have hs : addCost E M = E (M + 1) - E M := rfl
    unfold gap at hm
    push_cast at hl
    nlinarith
```

Let \(M<K\) and \(n\le K\). With positive gaps, compare \(L_M\) with its neighbour on the side of \(n\):
\[
L_{M-1}(n)-L_M(n)=(a_M-a_{M-1})(M-n)>0\quad(n<M),
\]
\[
L_{M+1}(n)-L_M(n)=(a_{M+1}-a_M)(n-M-1)>0\quad(n>M+1).
\]
The neighbouring line is itself at most \(E(n)\), so \(L_M(n)<E(n)\).

## Two equations fix two weights

```lean
/-- For `f` in `[0, 1]` the mixture of `a` and `b` particles, both at most `K`, is an ensemble
with mean `(1 - f) a + f b`. -/
theorem twoState_isEnsemble {a b : ℕ} {f : ℝ} (ha : a ≤ K) (hb : b ≤ K) (h0 : 0 ≤ f)
    (h1 : f ≤ 1) (hN : (1 - f) * a + f * b = N) : IsEnsemble K N (twoState K a b f) := by
  have key : ∀ g : ℕ → ℝ,
      ∑ n, twoState K a b f n * g (n : ℕ) = (1 - f) * g a + f * g b := fun g => by
    refine (Fin.sum_univ_eq_sum_range (fun n : ℕ =>
      ((if n = a then 1 - f else 0) + (if n = b then f else 0)) * g n) (K + 1)).trans ?_
    simp [add_mul, sum_add_distrib, ha, hb]
  refine ⟨fun n => ?_, by simpa using key fun _ => 1, (key fun n => (n : ℝ)).trans hN⟩
  unfold twoState
  split_ifs <;> linarith
```

The mixture is nonnegative and normalised, with mean \((1-f)a+fb\).

```lean
/-- A mixture of `a` and `b` particles occupies no other state. -/
theorem twoState_support {a b : ℕ} {f : ℝ} {n : Fin (K + 1)} (h : twoState K a b f n ≠ 0) :
    (n : ℕ) = a ∨ (n : ℕ) = b := by
  by_contra hn
  rw [not_or] at hn
  exact h (by simp [twoState, hn.1, hn.2])
```

A nonzero weight can occur only at \(a\) or \(b\).

```lean
/-- If all gaps are positive, the only ground ensemble of mean `M + f`, with `f` in `[0, 1]` and
`M < K`, is the mixture of `M` and `M + 1` particles with weights `1 - f` and `f`. -/
theorem isGround_iff_adjacent (hE : ∀ n, n + 2 ≤ K → 0 < gap E n) {M : ℕ} {f : ℝ}
    (hM : M + 1 ≤ K) (h0 : 0 ≤ f) (h1 : f ≤ 1) :
    IsGround E (M + f) p ↔ p = twoState K M (M + 1) f := by
  have hens : IsEnsemble K (M + f) (twoState K M (M + 1) f) :=
    twoState_isEnsemble (by omega) hM h0 h1 (by push_cast; ring)
  have hc : ∀ n, twoState K M (M + 1) f n ≠ 0 →
      E (n : ℕ) = E M - addCost E M * M + addCost E M * ((n : ℕ) : ℝ) := by
    intro n hn
    rcases twoState_support hn with h | h
    · rw [h]; ring
    · rw [h, addCost]; push_cast; ring
  rw [isGround_iff_contact
    (fun n hn => support_line (fun n h => (hE n h).le) hM hn) hens hc]
  constructor
  · rintro ⟨hp, hs⟩
    have hz : ∀ n : Fin (K + 1), (n : ℕ) ≠ M → (n : ℕ) ≠ M + 1 → p n = 0 := by
      intro n ha hb
      by_contra h
      exact (support_line_strict hE hM (Nat.le_of_lt_succ n.isLt) ha hb).ne' (hs n h)
    obtain ⟨a, ha⟩ : ∃ a : Fin (K + 1), (a : ℕ) = M := ⟨⟨M, by omega⟩, rfl⟩
    obtain ⟨b, hb⟩ : ∃ b : Fin (K + 1), (b : ℕ) = M + 1 := ⟨⟨M + 1, by omega⟩, rfl⟩
    have hab : a ≠ b := fun h => by rw [h] at ha; omega
    have hz' : ∀ n, n ≠ a ∧ n ≠ b → p n = 0 := fun n hn =>
      hz n (fun h => hn.1 (Fin.ext (h.trans ha.symm))) fun h => hn.2 (Fin.ext (h.trans hb.symm))
    -- normalisation and mean are two equations for the two remaining weights
    have e1 : ∑ n, p n = p a + p b := Fintype.sum_eq_add a b hab hz'
    have e2 : ∑ n, p n * ((n : ℕ) : ℝ) = p a * ((a : ℕ) : ℝ) + p b * ((b : ℕ) : ℝ) :=
      Fintype.sum_eq_add a b hab fun n hn => by rw [hz' n hn, zero_mul]
    rw [hp.total] at e1
    rw [hp.mean, ha, hb] at e2
    push_cast at e2
    have hpb : p b = f := by linear_combination (M : ℝ) * e1 - e2
    funext n
    by_cases hna : n = a
    · have t : twoState K M (M + 1) f a = 1 - f := by simp [twoState, ha]
      rw [hna, t]; linarith
    · by_cases hnb : n = b
      · have t : twoState K M (M + 1) f b = f := by simp [twoState, hb]
        rw [hnb, t, hpb]
      · rw [hz' n ⟨hna, hnb⟩]
        by_contra h
        rcases twoState_support (Ne.symm h) with h | h
        · exact hna (Fin.ext (h.trans ha.symm))
        · exact hnb (Fin.ext (h.trans hb.symm))
  · rintro rfl
    exact ⟨hens, hc⟩
```

Let \(N=M+f\) with \(0\le f\le1\). Only \(M\) and \(M+1\) touch the line, so a ground ensemble satisfies
\[
p_M+p_{M+1}=1,\qquad Mp_M+(M+1)p_{M+1}=M+f.
\]
Subtracting \(M\) times the first equation from the second gives \(p_{M+1}=f\), hence \(p_M=1-f\). In Lean, `linear_combination` performs this subtraction.

## A vanishing gap leaves a choice

```lean
/-- If no gap is negative and the gap at `n + 1` particles vanishes, the pure state with `n + 1`
particles and the equal mixture of `n` and `n + 2` particles are both ground ensembles. -/
theorem degenerate_of_gap_eq_zero (hE : ∀ n, n + 2 ≤ K → 0 ≤ gap E n) {n : ℕ}
    (hn : n + 2 ≤ K) (h0 : gap E n = 0) :
    IsGround E (n + 1) (twoState K (n + 1) (n + 1) 0) ∧
      IsGround E (n + 1) (twoState K n (n + 2) (1 / 2)) := by
  have hs : addCost E n = E (n + 1) - E n := rfl
  have hs' : addCost E (n + 1) = E (n + 2) - E (n + 1) := rfl
  have hg : addCost E (n + 1) - addCost E n = 0 := h0
  have hl := fun (m : ℕ) (hm : m ≤ K) => support_line hE (M := n) (by omega) hm
  have e1 : IsEnsemble K ((n : ℝ) + 1) (twoState K (n + 1) (n + 1) 0) :=
    twoState_isEnsemble (by omega) (by omega) le_rfl zero_le_one (by push_cast; ring)
  have e2 : IsEnsemble K ((n : ℝ) + 1) (twoState K n (n + 2) (1 / 2)) :=
    twoState_isEnsemble (by omega) hn (by norm_num) (by norm_num) (by push_cast; ring)
  -- the three energies at `n`, `n + 1`, `n + 2` lie on one line
  have c1 : ∀ m, twoState K (n + 1) (n + 1) 0 m ≠ 0 →
      E (m : ℕ) = E n - addCost E n * n + addCost E n * ((m : ℕ) : ℝ) := by
    intro m hm
    have h : (m : ℕ) = n + 1 := (twoState_support hm).elim id id
    rw [h]; push_cast; linarith
  have c2 : ∀ m, twoState K n (n + 2) (1 / 2) m ≠ 0 →
      E (m : ℕ) = E n - addCost E n * n + addCost E n * ((m : ℕ) : ℝ) := by
    intro m hm
    rcases twoState_support hm with h | h
    · rw [h]; ring
    · rw [h]; push_cast; linarith
  exact ⟨(isGround_iff_contact hl e1 c1).2 ⟨e1, c1⟩, (isGround_iff_contact hl e2 c2).2 ⟨e2, c2⟩⟩
```

Let the energies be convex and \(n+2\le K\). If \(a_{n+1}=a_n\), the energies at \(n\), \(n+1\) and \(n+2\) lie on one line. The pure state \(n+1\) and the equal mixture of \(n\) and \(n+2\) both have mean \(n+1\) and occupy only contact points, so both are ground ensembles.

```lean
/-- If no gap is negative, the ground ensemble is unique for every mean particle number in
`[0, K]` if and only if all gaps at `1, ..., K - 1` particles are positive. -/
theorem unique_ground_iff_gap_pos (hE : ∀ n, n + 2 ≤ K → 0 ≤ gap E n) :
    (∀ N ∈ Set.Icc (0 : ℝ) K, ∃! p : Fin (K + 1) → ℝ, IsGround E N p) ↔
      ∀ n, n + 2 ≤ K → 0 < gap E n := by
  constructor
  · intro hu n hn
    by_contra hneg
    obtain ⟨h1, h2⟩ :=
      degenerate_of_gap_eq_zero hE hn (le_antisymm (not_lt.1 hneg) (hE n hn))
    have hN : (n : ℝ) + 1 ∈ Set.Icc (0 : ℝ) K :=
      ⟨by positivity, by exact_mod_cast (show n + 1 ≤ K by omega)⟩
    -- the two ensembles differ in the weight of `n + 1` particles
    have he := congrFun ((hu _ hN).unique h1 h2) ⟨n + 1, by omega⟩
    simp [twoState] at he
  · intro hs N hN
    rcases Nat.eq_zero_or_pos K with rfl | hK
    · obtain rfl : N = 0 := le_antisymm (by simpa using hN.2) hN.1
      have key : ∀ q : Fin (0 + 1) → ℝ, IsEnsemble 0 0 q → q = fun _ => 1 := by
        intro q hq
        have h := hq.total
        funext n
        obtain ⟨i, hi⟩ := n
        obtain rfl : i = 0 := by omega
        simpa [Fin.sum_univ_succ] using h
      exact ⟨fun _ => 1, ⟨⟨fun _ => zero_le_one, by simp, by simp⟩,
        fun q hq => by rw [key q hq]⟩, fun q hq => key q hq.1⟩
    · obtain ⟨M, f, hM, h0, h1, rfl⟩ :
          ∃ (M : ℕ) (f : ℝ), M + 1 ≤ K ∧ 0 ≤ f ∧ f ≤ 1 ∧ N = M + f := by
        rcases hN.2.lt_or_eq with h | h
        · exact ⟨⌊N⌋₊, N - ⌊N⌋₊, Nat.succ_le_of_lt ((Nat.floor_lt hN.1).2 h),
            sub_nonneg.2 (Nat.floor_le hN.1), by linarith [Nat.lt_floor_add_one N], by ring⟩
        · exact ⟨K - 1, 1, by omega, zero_le_one, le_rfl, by
            rw [h, Nat.cast_sub (show 1 ≤ K from hK)]; simp⟩
      exact ⟨_, (isGround_iff_adjacent hs hM h0 h1).2 rfl,
        fun q hq => (isGround_iff_adjacent hs hM h0 h1).1 hq⟩
```

The symbol `∃!` means "there is exactly one". If a gap vanished, the two ensembles above would contradict uniqueness, since their weights at \(n+1\) are 1 and 0. Conversely, for positive gaps and \(N<K\), take \(M=\lfloor N\rfloor\) and \(f=N-M\); for \(N=K>0\), take \(M=K-1\) and \(f=1\). For \(K=0\) the only weight is 1. For \(K\le1\) there are no interior gaps, and uniqueness always holds.

## Uniqueness without convexity

```lean
/-- Energies with a peak at one particle: `0, 1, 0` for `0, 1, 2` particles. -/
def peak (n : ℕ) : ℝ := if n = 1 then 1 else 0
```

These energies are \(0,1,0\) at \(n=0,1,2\).

```lean
/-- For the energies `0, 1, 0` the gap at one particle is negative, and yet the ground ensemble
is unique for every mean particle number in `[0, 2]`. -/
theorem peak_unique_ground : gap peak 0 < 0 ∧
    ∀ N ∈ Set.Icc (0 : ℝ) 2, ∃! p : Fin (2 + 1) → ℝ, IsGround peak N p := by
  refine ⟨by norm_num [gap, addCost, peak], fun N hN => ?_⟩
  have hl : ∀ n : ℕ, n ≤ 2 → (0 : ℝ) + 0 * (n : ℝ) ≤ peak n := by
    intro n _
    unfold peak
    split_ifs <;> simp
  have hens : IsEnsemble 2 N (twoState 2 0 2 (N / 2)) :=
    twoState_isEnsemble (by omega) le_rfl (by linarith [hN.1]) (by linarith [hN.2])
      (by push_cast; ring)
  have hc : ∀ n, twoState 2 0 2 (N / 2) n ≠ 0 →
      peak (n : ℕ) = 0 + 0 * ((n : ℕ) : ℝ) := by
    intro n hn
    rcases twoState_support hn with h | h <;> rw [h] <;> simp [peak]
  refine ⟨_, (isGround_iff_contact hl hens hc).2 ⟨hens, hc⟩, fun q hq => ?_⟩
  obtain ⟨hq, hs⟩ := (isGround_iff_contact hl hens hc).1 hq
  -- the state on the peak is empty
  have h1 : q 1 = 0 := by
    by_contra h
    have := hs 1 h
    simp [peak] at this
  have ht : q 0 + q 1 + q 2 = 1 := (Fin.sum_univ_three q).symm.trans hq.total
  have hm : q 0 * ((0 : ℕ) : ℝ) + q 1 * ((1 : ℕ) : ℝ) + q 2 * ((2 : ℕ) : ℝ) = N :=
    (Fin.sum_univ_three fun n => q n * ((n : ℕ) : ℝ)).symm.trans hq.mean
  push_cast at hm
  have t0 : twoState 2 0 2 (N / 2) 0 = 1 - N / 2 := by simp [twoState]
  have t1 : twoState 2 0 2 (N / 2) 1 = 0 := by simp [twoState]
  have t2 : twoState 2 0 2 (N / 2) 2 = N / 2 := by simp [twoState]
  have e0 : q 0 = twoState 2 0 2 (N / 2) 0 := by rw [t0]; linarith
  have e1 : q 1 = twoState 2 0 2 (N / 2) 1 := by rw [t1, h1]
  have e2 : q 2 = twoState 2 0 2 (N / 2) 2 := by rw [t2]; linarith
  funext n
  fin_cases n
  exacts [e0, e1, e2]

end

end ChargeEnsembles
```

The zero line touches \(E\) at 0 and 2, so \(p_1=0\), \(p_2=N/2\) and \(p_0=1-N/2\). The minimiser is unique although the gap is negative: with no condition on the signs of the gaps, uniqueness does not imply that they are positive.

```lean
#print axioms ChargeEnsembles.unique_ground_iff_gap_pos
-- 'ChargeEnsembles.unique_ground_iff_gap_pos' depends on axioms: [propext, Classical.choice, Quot.sound]
#print axioms ChargeEnsembles.peak_unique_ground
-- 'ChargeEnsembles.peak_unique_ground' depends on axioms: [propext, Classical.choice, Quot.sound]
```

## An atom with 6.3 electrons

Take illustrative energies of 10, 0 and −2 eV for five, six and seven electrons, with all other gaps positive. The gap at six is 8 eV, the weights at \(N=6.3\) are 0.7 and 0.3, and the energy is −0.6 eV. Approximate density functionals are often tested against this straight line between integers, which the present model gives for a finite list of convex energies.

Now raise the six-electron energy to 4 eV, so that the gap at six vanishes. Weights 0.7 and 0.3 on six and seven electrons give 2.2 eV, as do 0.35 and 0.65 on five and seven. The energy is still determined, but the weights are not, and a density built from them can depend on the choice.
